# Adding a positive semidefinite matrix to a Hermitian matrix never lowers the sum of a nondecreasing function over its eigenvalues

## Is every such sum at least as large after a positive perturbation?

The spectrum of a Hermitian matrix can be treated as a set of numbers or as a list with repetitions, and I need the list, because a doubly degenerate level has to count twice in a sum over states. With that settled, my claim is this. Let A and B be Hermitian matrices of the same finite size, and let B − A be positive semidefinite, so that no state has a lower energy expectation value under B than under A. Then for every nondecreasing real function f, the sum of f over the eigenvalues of A should be at most the sum of f over those of B.

The two matrices need not commute, so I can't simply compare them in a common eigenbasis. Can this be made rigorous, with a proof that a machine has checked?

## Comparing the two spectra level by level

Yes. It helps to sort both lists from highest to lowest and to label their entries by the same index type as the matrix rows. One fixed ranking of the indices then serves both matrices, and the inequality already holds between eigenvalues of equal rank.

Write r(i) for the rank of index i, λ_i(A) and λ_i(B) for the eigenvalues, and a_i and b_i for the corresponding orthonormal eigenvectors. A larger rank means an eigenvalue that is lower or equal. A dagger denotes the conjugate transpose.

**Matrix functions and expectation values.** Let U be the unitary matrix with columns a_j, and define

f(A) = U diag(f(λ_j(A))) U†.

For f(x) = x this is the spectral decomposition of A. Multiplying such expressions cancels the inner U†U, so f(x) = xᵏ, with k a nonnegative integer, gives Aᵏ. Since the trace is cyclic,

Tr f(A) = Tr(diag(f(λ_j(A))) U†U) = Σ_j f(λ_j(A)).

For a vector v, the amplitudes in the eigenbasis of A are c_j = a_j†v, the components of U†v. Hence

v†f(A)v = (U†v)† diag(f(λ_j(A))) (U†v) = Σ_j f(λ_j(A)) |c_j|².

The choice f = 1 gives v†v = Σ_j |c_j|², and f(x) = x gives v†Av = Σ_j λ_j(A) |c_j|². The same holds for B with amplitudes d_j = b_j†v.

**A state that serves both matrices.** Fix an index i and look for a nonzero v with

a_j†v = 0 whenever r(j) > r(i),

b_j†v = 0 whenever r(j) < r(i).

Every index other than i contributes exactly one linear equation, so there is one equation fewer than there are unknowns, and a nonzero solution exists. In the eigenbasis of A, this v has no weight on levels ranked after i. All remaining levels have λ_j(A) ≥ λ_i(A), so

v†Av = Σ_j λ_j(A) |c_j|² ≥ λ_i(A) Σ_j |c_j|² = λ_i(A) v†v.

In the eigenbasis of B it has no weight on levels ranked before i. All remaining levels have λ_j(B) ≤ λ_i(B), so

v†Bv = Σ_j λ_j(B) |d_j|² ≤ λ_i(B) Σ_j |d_j|² = λ_i(B) v†v.

Positivity of B − A gives v†Av ≤ v†Bv. Chaining the three inequalities,

λ_i(A) v†v ≤ v†Av ≤ v†Bv ≤ λ_i(B) v†v,

and dividing by v†v > 0 yields λ_i(A) ≤ λ_i(B).

**Summation.** Since f is nondecreasing, f(λ_i(A)) ≤ f(λ_i(B)) for every i. Adding these inequalities gives

Σ_i f(λ_i(A)) ≤ Σ_i f(λ_i(B)).

For odd positive k the function xᵏ is nondecreasing on the whole real line, so Tr Aᵏ ≤ Tr Bᵏ.

**What fails without the trace.** The inequality concerns sums over spectra and does not say that f(B) − f(A) is positive semidefinite. Take f(x) = x³ and, with rows separated by semicolons,

A = (1, 1; 1, 1), B = (2, 1; 1, 1).

Then B − A = (1, 0; 0, 0) is positive semidefinite, whereas

B³ − A³ = (13, 8; 8, 5) − (4, 4; 4, 4) = (9, 4; 4, 1).

On the vector (1, −2) this difference gives 9 − 16 + 4 = −3. The squared norm of the vector is 5, so the expectation value in the normalised state is −3/5.

Here is the complete Lean file.

```lean
import Mathlib

open Matrix
open scoped ComplexOrder

namespace TraceMonotonicity

noncomputable section

variable {n : Type*} [Fintype n] [DecidableEq n] {A B : Matrix n n ℂ}

/-- The unitary matrix whose columns are the eigenvectors of a Hermitian matrix. -/
def modes (hA : A.IsHermitian) : Matrix n n ℂ := hA.eigenvectorUnitary

/-- The amplitudes of a state `v` in the eigenbasis of a Hermitian matrix. -/
def amplitude (hA : A.IsHermitian) (v : n → ℂ) : n → ℂ := star (modes hA) *ᵥ v

/-- The matrix function `f(A)`: same eigenvectors as `A`, with `f` applied to the eigenvalues. -/
def matrixFunction (hA : A.IsHermitian) (f : ℝ → ℝ) : Matrix n n ℂ :=
  modes hA * diagonal (fun i => (f (hA.eigenvalues i) : ℂ)) * star (modes hA)

/-- A fixed bijection from indices to positions, the one by which Mathlib assigns eigenvalues sorted
from highest to lowest to the indices. -/
def rank : n ≃ Fin (Fintype.card n) :=
  (Fintype.equivOfCardEq (Fintype.card_fin _)).symm

/-- The eigenvectors are orthonormal and complete. -/
theorem modes_unitary (hA : A.IsHermitian) :
    modes hA * star (modes hA) = 1 ∧ star (modes hA) * modes hA = 1 := by
  have h : modes hA * star (modes hA) = 1 :=
    Matrix.mem_unitaryGroup_iff.mp hA.eigenvectorUnitary.2
  exact ⟨h, mul_eq_one_comm.mp h⟩

/-- The identity function of `A` is `A` itself. -/
theorem matrixFunction_id (hA : A.IsHermitian) : matrixFunction hA (fun x => x) = A := by
  have h := hA.spectral_theorem
  rw [Unitary.conjStarAlgAut_apply] at h
  exact h.symm

/-- The matrix function belonging to `x ^ k` is the matrix power `A ^ k`. -/
theorem matrixFunction_pow (hA : A.IsHermitian) (k : ℕ) :
    matrixFunction hA (fun x => x ^ k) = A ^ k := by
  induction k with
  | zero => simp [matrixFunction, (modes_unitary hA).1]
  | succ k ih =>
    have hmul : matrixFunction hA (fun x => x ^ (k + 1))
        = matrixFunction hA (fun x => x ^ k) * matrixFunction hA (fun x => x) := by
      have hD : diagonal (fun i => ((hA.eigenvalues i ^ (k + 1) : ℝ) : ℂ))
          = diagonal (fun i => ((hA.eigenvalues i ^ k : ℝ) : ℂ))
            * diagonal (fun i => (hA.eigenvalues i : ℂ)) := by
        rw [diagonal_mul_diagonal]
        congr 1
        funext i
        push_cast
        ring
      unfold matrixFunction
      rw [hD]
      -- the inner pair of unitaries cancels
      simp only [mul_assoc]
      rw [← mul_assoc (star (modes hA)) (modes hA), (modes_unitary hA).2, one_mul]
    calc _ = _ := hmul
      _ = A ^ k * A := by rw [ih, matrixFunction_id]
      _ = A ^ (k + 1) := (pow_succ A k).symm

/-- The trace of `f(A)` is the sum of `f` over the eigenvalues of `A`. -/
theorem trace_matrixFunction (hA : A.IsHermitian) (f : ℝ → ℝ) :
    (matrixFunction hA f).trace = ((∑ i, f (hA.eigenvalues i) : ℝ) : ℂ) := by
  unfold matrixFunction
  rw [Matrix.trace_mul_cycle, (modes_unitary hA).2, one_mul, Matrix.trace_diagonal]
  push_cast
  rfl

/-- For any vector `v`, the real part of `v†f(A)v` is the sum of `f` over the eigenvalues of `A`,
weighted by the squared amplitudes. -/
theorem expectation_matrixFunction (hA : A.IsHermitian) (f : ℝ → ℝ) (v : n → ℂ) :
    (star v ⬝ᵥ matrixFunction hA f *ᵥ v).re
      = ∑ j, f (hA.eigenvalues j) * ‖amplitude hA v j‖ ^ 2 := by
  have key : star v ⬝ᵥ matrixFunction hA f *ᵥ v = star (amplitude hA v) ⬝ᵥ
      (diagonal (fun i => (f (hA.eigenvalues i) : ℂ)) *ᵥ amplitude hA v) := by
    unfold matrixFunction amplitude
    rw [Matrix.star_mulVec, ← Matrix.star_eq_conjTranspose, star_star,
      ← Matrix.dotProduct_mulVec, Matrix.mulVec_mulVec, Matrix.mulVec_mulVec]
  rw [key]
  simp only [dotProduct, Matrix.mulVec_diagonal, Pi.star_apply, Complex.re_sum]
  refine Finset.sum_congr rfl fun j _ => ?_
  generalize amplitude hA v j = z
  rw [Complex.sq_norm, Complex.normSq_apply]
  simp only [Complex.star_def, Complex.mul_re, Complex.mul_im, Complex.conj_re,
    Complex.conj_im, Complex.ofReal_re, Complex.ofReal_im]
  ring

/-- If `B - A` is positive semidefinite, each eigenvalue of `A` is at most the eigenvalue of `B`
at the same place in the sorted spectrum. -/
theorem eigenvalues_mono (hA : A.IsHermitian) (hB : B.IsHermitian) (h : (B - A).PosSemidef)
    (i : n) : hA.eigenvalues i ≤ hB.eigenvalues i := by
  -- a singular matrix: rows from `A` below level `i`, rows from `B` above it, zero at `i`
  let M : Matrix n n ℂ := fun j => if j = i then 0 else
    if rank i < rank j then (star (modes hA)) j else (star (modes hB)) j
  obtain ⟨v, hv, hMv⟩ := Matrix.exists_mulVec_eq_zero_iff.mpr
    (Matrix.det_eq_zero_of_row_eq_zero (A := M) i (fun k => by simp [M]))
  have ha : ∀ j, rank i < rank j → amplitude hA v j = 0 := by
    intro j hj
    have hne : j ≠ i := by rintro rfl; exact lt_irrefl _ hj
    have hrow : M j = (star (modes hA)) j := (if_neg hne).trans (if_pos hj)
    have h0 : M j ⬝ᵥ v = 0 := congrFun hMv j
    rw [hrow] at h0
    exact h0
  have hb : ∀ j, rank j < rank i → amplitude hB v j = 0 := by
    intro j hj
    have hne : j ≠ i := by rintro rfl; exact lt_irrefl _ hj
    have hrow : M j = (star (modes hB)) j := (if_neg hne).trans (if_neg hj.not_gt)
    have h0 : M j ⬝ᵥ v = 0 := congrFun hMv j
    rw [hrow] at h0
    exact h0
  have hN : 0 < (star v ⬝ᵥ v).re := by
    obtain ⟨j, hj⟩ := Function.ne_iff.mp hv
    have e : (star v ⬝ᵥ v).re = ∑ k, Complex.normSq (v k) := by
      simp only [dotProduct, Pi.star_apply, Complex.re_sum]
      refine Finset.sum_congr rfl fun k _ => ?_
      simp [Complex.normSq_apply]
    rw [e]
    exact Finset.sum_pos' (fun k _ => Complex.normSq_nonneg _)
      ⟨j, Finset.mem_univ _, Complex.normSq_pos.mpr hj⟩
  -- the squared amplitudes add up to the squared norm in either eigenbasis
  have norm_eq : ∀ {C : Matrix n n ℂ} (hC : C.IsHermitian),
      (star v ⬝ᵥ v).re = ∑ j, ‖amplitude hC v j‖ ^ 2 := by
    intro C hC
    have e := expectation_matrixFunction hC (fun x => x ^ 0) v
    rw [matrixFunction_pow] at e
    simpa only [pow_zero, Matrix.one_mulVec, one_mul] using e
  have lower : hA.eigenvalues i * (star v ⬝ᵥ v).re ≤ (star v ⬝ᵥ A *ᵥ v).re := by
    have e := expectation_matrixFunction hA (fun x => x) v
    rw [matrixFunction_id] at e
    rw [e, norm_eq hA, Finset.mul_sum]
    refine Finset.sum_le_sum fun j _ => ?_
    by_cases hj : rank i < rank j
    · simp [ha j hj]
    · exact mul_le_mul_of_nonneg_right (hA.eigenvalues₀_antitone (not_lt.mp hj)) (sq_nonneg _)
  have upper : (star v ⬝ᵥ B *ᵥ v).re ≤ hB.eigenvalues i * (star v ⬝ᵥ v).re := by
    have e := expectation_matrixFunction hB (fun x => x) v
    rw [matrixFunction_id] at e
    rw [e, norm_eq hB, Finset.mul_sum]
    refine Finset.sum_le_sum fun j _ => ?_
    by_cases hj : rank j < rank i
    · simp [hb j hj]
    · exact mul_le_mul_of_nonneg_right (hB.eigenvalues₀_antitone (not_lt.mp hj)) (sq_nonneg _)
  have middle := (Complex.le_def.mp (h.dotProduct_mulVec_nonneg v)).1
  rw [Matrix.sub_mulVec, dotProduct_sub, Complex.sub_re, Complex.zero_re] at middle
  exact le_of_mul_le_mul_right (by linarith) hN

/-- Trace monotonicity: if `B - A` is positive semidefinite and `f` is nondecreasing, the sum of
`f` over the eigenvalues of `A` is at most the sum over those of `B`. -/
theorem sum_eigenvalues_mono (hA : A.IsHermitian) (hB : B.IsHermitian)
    (h : (B - A).PosSemidef) {f : ℝ → ℝ} (hf : Monotone f) :
    ∑ i, f (hA.eigenvalues i) ≤ ∑ i, f (hB.eigenvalues i) :=
  Finset.sum_le_sum fun i _ => hf (eigenvalues_mono hA hB h i)

/-- If `B - A` is positive semidefinite, then `Tr A ^ k ≤ Tr B ^ k` for every odd `k`. -/
theorem trace_odd_pow_mono (hA : A.IsHermitian) (hB : B.IsHermitian)
    (h : (B - A).PosSemidef) {k : ℕ} (hk : Odd k) :
    (A ^ k).trace.re ≤ (B ^ k).trace.re := by
  rw [← matrixFunction_pow hA k, ← matrixFunction_pow hB k, trace_matrixFunction,
    trace_matrixFunction, Complex.ofReal_re, Complex.ofReal_re]
  exact sum_eigenvalues_mono hA hB h hk.strictMono_pow.monotone

/-- Without the trace the cube is not monotone: for this pair of Hermitian matrices the
difference is positive semidefinite, but the difference of the cubes is not. -/
theorem cube_not_operator_monotone :
    (!![2, 1; 1, 1] - !![1, 1; 1, 1] : Matrix (Fin 2) (Fin 2) ℂ).PosSemidef ∧
    ¬ (!![2, 1; 1, 1] ^ 3 - !![1, 1; 1, 1] ^ 3 : Matrix (Fin 2) (Fin 2) ℂ).PosSemidef := by
  constructor
  · have e : (!![2, 1; 1, 1] - !![1, 1; 1, 1] : Matrix (Fin 2) (Fin 2) ℂ)
        = (!![1, 0; 0, 0] : Matrix (Fin 2) (Fin 2) ℂ)ᴴ * !![1, 0; 0, 0] := by
      ext i j
      fin_cases i <;> fin_cases j <;>
        simp [Matrix.mul_apply, Fin.sum_univ_succ]
      norm_num
    rw [e]
    exact Matrix.posSemidef_conjTranspose_mul_self _
  · intro h
    have e : (!![2, 1; 1, 1] ^ 3 - !![1, 1; 1, 1] ^ 3 : Matrix (Fin 2) (Fin 2) ℂ)
        = !![9, 4; 4, 1] := by
      ext i j
      fin_cases i <;> fin_cases j <;>
        simp [pow_succ] <;> norm_num
    rw [e] at h
    -- the quadratic form takes the value -3 on the unnormalised vector (1, -2)
    have h1 := (Complex.le_def.mp (h.dotProduct_mulVec_nonneg ![1, -2])).1
    simp [Matrix.mulVec, dotProduct, Fin.sum_univ_succ] at h1
    norm_num at h1

end

end TraceMonotonicity
```

```lean
#print axioms TraceMonotonicity.sum_eigenvalues_mono
#print axioms TraceMonotonicity.trace_odd_pow_mono
#print axioms TraceMonotonicity.cube_not_operator_monotone
```

```
'TraceMonotonicity.sum_eigenvalues_mono' depends on axioms: [propext, Classical.choice, Quot.sound]
'TraceMonotonicity.trace_odd_pow_mono' depends on axioms: [propext, Classical.choice, Quot.sound]
'TraceMonotonicity.cube_not_operator_monotone' depends on axioms: [propext, Classical.choice, Quot.sound]
```

## What the theorems say in physical terms

The main theorem is `sum_eigenvalues_mono`. Its index type `n` labels a finite orthonormal basis of states, and `A` and `B` are the matrices of two observables in that basis. The hypotheses `hA` and `hB` say that both are Hermitian. The hypothesis `(B - A).PosSemidef` says that the difference is Hermitian and has a nonnegative quadratic form on every vector. `Monotone f` means that x ≤ y implies f(x) ≤ f(y) for all real x and y; continuity is not required, so nondecreasing step functions are allowed.

The expression `hA.eigenvalues` is a real-valued function on `n`, with each eigenvalue repeated according to its multiplicity. The definition `rank` names the ranking by which Mathlib assigns sorted eigenvalues to indices. It depends only on `n`, not on the matrix, which is what gives `eigenvalues_mono` its meaning: the index `i` picks out the same place in both sorted spectra. It does not say that the two eigenvectors at that place resemble each other.

`matrixFunction` is f(A), and `trace_matrixFunction` identifies its trace with the eigenvalue sum, so the main theorem can also be read as Tr f(A) ≤ Tr f(B). In `trace_odd_pow_mono` the real part `.re` appears because the trace of a complex matrix has type ℂ; for these Hermitian powers the trace is real anyway.

The theorems cover finite matrices only. Operators on infinite-dimensional spaces, including unbounded Hamiltonians, would need separate arguments about their spectra and about convergence.

One application is to non-interacting fermions in a finite one-particle basis. At fixed temperature T > 0 and chemical potential μ, with k_B the Boltzmann constant, their grand potential is the sum over one-particle energies of

f(x) = −k_B T ln(1 + exp(−(x − μ)/(k_B T))),

which is nondecreasing in x. Adding a positive semidefinite one-body term to the Hamiltonian therefore cannot lower the grand potential of this model.

## How the Lean proof follows the argument

`modes` is the matrix U, and `amplitude` is the vector U†v. The lemma `modes_unitary` supplies UU† = 1 and U†U = 1. `matrixFunction_id` is the spectral theorem read from right to left, and `matrixFunction_pow` proves the statement about powers by induction on `k`: it splits the diagonal matrix for the exponent k + 1 into a product of two and cancels the inner pair of unitaries. `trace_matrixFunction` uses the cyclic property through `Matrix.trace_mul_cycle`.

In `expectation_matrixFunction`, the intermediate claim `key` moves U and U† onto the vectors. What remains is a diagonal quadratic form, which is expanded term by term into squared amplitudes.

The proof of `eigenvalues_mono` replaces the count of equations by a determinant. The matrix `M` has one row for each index:

- row j is a_j† if j ranks after i;
- row j is b_j† if j ranks before i;
- row i is zero.

A zero row makes the determinant vanish, and `Matrix.exists_mulVec_eq_zero_iff` then provides a nonzero `v` with Mv = 0. Reading this equation row by row gives `ha` and `hb`, the two families of vanishing amplitudes. For a 1×1 matrix, `M` is simply zero and there are no conditions on `v`.

The remaining steps carry the names of their roles. `hN` shows that v†v is positive. `norm_eq` expresses v†v through the amplitudes in either eigenbasis, by applying the expectation formula to x⁰. `lower` and `upper` are the bounds on v†Av and v†Bv. Each compares two sums term by term and splits into two cases: either the amplitude vanishes, or the ordering of the eigenvalues, `eigenvalues₀_antitone`, gives the required inequality. `middle` is the positivity of B − A evaluated on `v`. Finally, `linarith` chains the inequalities, and `le_of_mul_le_mul_right` removes the positive factor v†v.

After that, `sum_eigenvalues_mono` needs one line: apply `hf` at each index and sum. `trace_odd_pow_mono` rewrites both traces as eigenvalue sums and uses the monotonicity of odd powers. In `cube_not_operator_monotone`, the first half writes B − A as C†C with C = (1, 0; 0, 0), which makes it positive semidefinite. The second half computes the difference of the cubes and tests it on the vector (1, −2), where the negative value contradicts positivity.

## A bound on eigenvalue shifts from the same state

The same vector v also gives a quantitative estimate, which the file does not include. Suppose that v†(B − A)v ≥ c v†v for every v, where c is a real number of either sign. The middle inequality becomes v†Av + c v†v ≤ v†Bv, and the rest of the argument gives

λ_i(A) + c ≤ λ_i(B).

If all eigenvalues of B − A lie between −δ and δ, using this bound with c = −δ, once as it stands and once with A and B exchanged, yields

|λ_i(B) − λ_i(A)| ≤ δ.

So a Hermitian error in a finite Hamiltonian matrix shifts each sorted eigenvalue by no more than the largest absolute eigenvalue of the error.
